# Undamped oscillations in a finite Lindblad system with a full-rank stationary state require a dynamical symmetry

If I read a symmetry off every purely imaginary eigenvalue of a Lindblad generator, I get wrong answers. My example has levels |0⟩, |1⟩, |2⟩ with energies 0, w, 0, and level |2⟩ decays to |0⟩. The operator X = |1⟩⟨0| oscillates at frequency w without damping, so I expected it to commute with the jump operator |0⟩⟨2|. It doesn't. When does an undamped oscillation really tell me that the operator is invisible to the environment?

## A full-rank stationary state is sufficient

It does so when the system has a stationary state of full rank. Your example has none, because the population of |2⟩ drains away.

Set ħ = 1, let H be the Hermitian Hamiltonian, and let Vₖ be finitely many jump matrices with the square roots of the rates absorbed into them. In the Heisenberg picture an operator X, Hermitian or not, changes at the rate

L(X) = i[H,X] + Σₖ (Vₖ†XVₖ − ½(Vₖ†VₖX + XVₖ†Vₖ)),

and a density matrix ρ changes at the rate

S(ρ) = −i[H,ρ] + Σₖ (VₖρVₖ† − ½(Vₖ†Vₖρ + ρVₖ†Vₖ)).

Suppose S(ρ) = 0 for some positive definite ρ. Then, for real w, L(X) = iwX holds exactly when [H,X] = wX and X commutes with every Vₖ and every Vₖ†. Such an X is called a dynamical symmetry.

**The two pictures agree.** Cyclicity of the trace gives tr([H,ρ]X) = −tr(ρ[H,X]), tr(VρV†X) = tr(ρV†XV) and tr(V†VρX) = tr(ρXV†V). Adding the terms,

tr(S(ρ)X) = tr(ρL(X)).

**Adjoints.** Since H is Hermitian, (i[H,X])† = i[H,X†]. Taking the adjoint of each dissipative term replaces X by X†. Hence L(X†) = L(X)†.

**The product rule fails by a definite amount.** The commutator with H obeys the product rule. For one jump, expanding the dissipator on YX and subtracting the two product-rule terms leaves

V†YXV − V†YVX − YV†XV + YV†VX = [Y,V†][V,X].

Therefore

L(YX) = L(Y)X + YL(X) + Σₖ [Y,Vₖ†][Vₖ,X].

**Stationarity removes the commutators.** Let L(X) = iwX, take Y = X†, and write Cₖ = [Vₖ,X]. Then [X†,Vₖ†] = Cₖ†, and the first two terms are −iwX†X + iwX†X = 0. So L(X†X) = Σₖ Cₖ†Cₖ, and

0 = tr(S(ρ)X†X) = tr(ρL(X†X)) = Σₖ tr(ρCₖ†Cₖ).

If cₖᵢ is row i of Cₖ, each trace is

tr(CₖρCₖ†) = Σᵢ cₖᵢ ρ cₖᵢ†.

Every summand is positive unless its row is zero, because ρ is positive definite. The total is zero, so every Cₖ is zero.

**The adjoint jumps.** L(X†) = −iwX†, so the same argument gives VₖX† = X†Vₖ. The adjoint of this equation is XVₖ† = Vₖ†X.

**The Hamiltonian part.** Now Vₖ†XVₖ and XVₖ†Vₖ both equal Vₖ†VₖX, so each dissipator vanishes on X. What remains is i[H,X] = iwX, that is, [H,X] = wX. Conversely, if X commutes with all jumps and their adjoints and [H,X] = wX, the same cancellation gives L(X) = iwX.

## Your decaying level as the counter-example

With V = |0⟩⟨2| and X = |1⟩⟨0|, the products V†XV, V†VX and XV†V all vanish, so L(X) = i[H,X] = iwX. Yet XV = |1⟩⟨2| while VX = 0. The state ½(|0⟩⟨0| + |1⟩⟨1|) is stationary, so a stationary density matrix that is only positive semidefinite is not enough, even if it misses a single level.

Replace the decay by dephasing, V = |2⟩⟨2|. The maximally mixed state is now stationary, and the same X commutes with V.

## The Lean statement and its proof

```lean
import Mathlib

open Matrix
open scoped ComplexOrder

namespace LindbladDynamicalSymmetry

noncomputable section

variable {n κ : Type*} [Fintype n] [DecidableEq n] [Fintype κ]

/-- The Heisenberg-picture dissipator of one jump matrix `V`, acting on an operator `X`. -/
def dissipator (V X : Matrix n n ℂ) : Matrix n n ℂ :=
  Vᴴ * X * V - (1 / 2 : ℂ) • (Vᴴ * V * X + X * (Vᴴ * V))

/-- The Lindblad generator in the Heisenberg picture, acting on an operator `X`. -/
def heisenberg (H : Matrix n n ℂ) (V : κ → Matrix n n ℂ) (X : Matrix n n ℂ) :
    Matrix n n ℂ :=
  Complex.I • (H * X - X * H) + ∑ k, dissipator (V k) X

/-- The Lindblad generator in the Schrödinger picture, acting on density matrices. -/
def schrodinger (H : Matrix n n ℂ) (V : κ → Matrix n n ℂ) (ρ : Matrix n n ℂ) :
    Matrix n n ℂ :=
  (-Complex.I) • (H * ρ - ρ * H) +
    ∑ k, (V k * ρ * (V k)ᴴ - (1 / 2 : ℂ) • ((V k)ᴴ * V k * ρ + ρ * ((V k)ᴴ * V k)))

/-- `X` is a dynamical symmetry of frequency `w`: `[H, X] = w X`, and `X` commutes with
every jump matrix and its adjoint. -/
def IsDynamicalSymmetry (H : Matrix n n ℂ) (V : κ → Matrix n n ℂ) (w : ℝ)
    (X : Matrix n n ℂ) : Prop :=
  H * X - X * H = (w : ℂ) • X ∧ ∀ k, X * V k = V k * X ∧ X * (V k)ᴴ = (V k)ᴴ * X

/-- The two pictures give the same rate of change of an expectation value. -/
theorem trace_duality (H : Matrix n n ℂ) (V : κ → Matrix n n ℂ) (ρ X : Matrix n n ℂ) :
    trace (schrodinger H V ρ * X) = trace (ρ * heisenberg H V X) := by
  rw [schrodinger, heisenberg, add_mul, mul_add, Finset.sum_mul, Finset.mul_sum,
    trace_add, trace_add, trace_sum, trace_sum]
  congr 1
  · have h1 : trace (H * ρ * X) = trace (ρ * X * H) := by
      rw [Matrix.mul_assoc, trace_mul_comm]
    simp only [smul_mul_assoc, mul_smul_comm, sub_mul, mul_sub, trace_smul, trace_sub,
      smul_eq_mul, ← Matrix.mul_assoc]
    linear_combination (-Complex.I) * h1
  · refine Finset.sum_congr rfl fun k _ => ?_
    have h2 : trace (V k * ρ * (V k)ᴴ * X) = trace (ρ * (V k)ᴴ * X * V k) := by
      simpa only [Matrix.mul_assoc] using trace_mul_comm (V k) (ρ * (V k)ᴴ * X)
    have h3 : trace ((V k)ᴴ * V k * ρ * X) = trace (ρ * X * (V k)ᴴ * V k) := by
      simpa only [Matrix.mul_assoc] using trace_mul_comm ((V k)ᴴ * V k) (ρ * X)
    simp only [dissipator, smul_mul_assoc, mul_smul_comm, sub_mul, mul_sub, add_mul, mul_add,
      trace_smul, trace_sub, trace_add, smul_eq_mul, ← Matrix.mul_assoc]
    linear_combination h2 - (1 / 2 : ℂ) * h3

omit [DecidableEq n] in
/-- For Hermitian `H` the Heisenberg generator respects adjoints. -/
theorem heisenberg_conjTranspose {H : Matrix n n ℂ} (hH : H.IsHermitian)
    (V : κ → Matrix n n ℂ) (X : Matrix n n ℂ) :
    heisenberg H V Xᴴ = (heisenberg H V X)ᴴ := by
  have hs : star (1 / 2 : ℂ) = 1 / 2 := by simp
  have hI : star Complex.I = -Complex.I := by simp
  have hd : ∀ k, dissipator (V k) Xᴴ = (dissipator (V k) X)ᴴ := fun k => by
    simp only [dissipator, conjTranspose_sub, conjTranspose_smul, conjTranspose_add,
      conjTranspose_mul, conjTranspose_conjTranspose, hs, Matrix.mul_assoc]
    module
  have hh : Complex.I • (H * Xᴴ - Xᴴ * H) = (Complex.I • (H * X - X * H))ᴴ := by
    simp only [conjTranspose_sub, conjTranspose_smul, conjTranspose_mul, hI, hH.eq]
    module
  simp only [heisenberg, conjTranspose_add, conjTranspose_sum, hd, hh]

/-- The product rule for the generator holds up to a correction: the sum over the jumps of the
commutator of `Y` with the adjoint jump times the commutator of the jump with `X`. -/
theorem heisenberg_mul (H : Matrix n n ℂ) (V : κ → Matrix n n ℂ) (Y X : Matrix n n ℂ) :
    heisenberg H V (Y * X) = heisenberg H V Y * X + Y * heisenberg H V X +
      ∑ k, (Y * (V k)ᴴ - (V k)ᴴ * Y) * (V k * X - X * V k) := by
  have hd : ∀ k, dissipator (V k) (Y * X) = dissipator (V k) Y * X + Y * dissipator (V k) X +
      (Y * (V k)ᴴ - (V k)ᴴ * Y) * (V k * X - X * V k) := fun k => by
    simp only [dissipator, mul_add, add_mul, mul_sub, sub_mul, smul_mul_assoc,
      mul_smul_comm, Matrix.mul_assoc]
    module
  have hh : Complex.I • (H * (Y * X) - Y * X * H) =
      Complex.I • (H * Y - Y * H) * X + Y * (Complex.I • (H * X - X * H)) := by
    simp only [mul_sub, sub_mul, smul_mul_assoc, mul_smul_comm, Matrix.mul_assoc]
    module
  simp only [heisenberg, hd, hh, Finset.sum_add_distrib, add_mul, mul_add,
    Finset.sum_mul, Finset.mul_sum]
  abel

omit [DecidableEq n] in
/-- If `ρ` is positive definite and the expectations of `Cₖ* Cₖ` sum to zero, every `Cₖ`
vanishes. -/
theorem eq_zero_of_expectation {ρ : Matrix n n ℂ} (hρ : ρ.PosDef) (C : κ → Matrix n n ℂ)
    (h0 : ∑ k, trace (ρ * ((C k)ᴴ * C k)) = 0) : ∀ k, C k = 0 := by
  have hpos : ∀ k i, C k i ≠ 0 → 0 < C k i ⬝ᵥ (ρ *ᵥ star (C k i)) := fun k i h => by
    have h' := hρ.dotProduct_mulVec_pos (star_ne_zero.mpr h)
    rwa [star_star] at h'
  have hrow : ∀ k i, 0 ≤ C k i ⬝ᵥ (ρ *ᵥ star (C k i)) := fun k i => by
    by_cases h : C k i = 0
    · simp [h]
    · exact (hpos k i h).le
  -- the expectation is a sum of quadratic forms over the rows of `C k`
  have htr : ∀ k, trace (ρ * ((C k)ᴴ * C k)) = ∑ i, C k i ⬝ᵥ (ρ *ᵥ star (C k i)) := by
    intro k
    rw [← Matrix.mul_assoc, trace_mul_comm]
    rfl
  simp only [htr] at h0
  intro k
  have h1 := (Finset.sum_eq_zero_iff_of_nonneg
    (fun k _ => Finset.sum_nonneg fun i _ => hrow k i)).mp h0 k (Finset.mem_univ k)
  ext i j
  have h2 := (Finset.sum_eq_zero_iff_of_nonneg (fun i _ => hrow k i)).mp h1 i
    (Finset.mem_univ i)
  have h3 : C k i = 0 := by
    by_contra hne
    exact (hpos k i hne).ne' h2
  exact congrFun h3 j

/-- With Hermitian `H` and a positive definite stationary `ρ`, an operator obeying
`L(X) = i w X` with real `w` commutes with every jump matrix. -/
theorem commutes_with_jumps {H ρ X : Matrix n n ℂ} {V : κ → Matrix n n ℂ} {w : ℝ}
    (hH : H.IsHermitian) (hρ : ρ.PosDef) (hst : schrodinger H V ρ = 0)
    (hX : heisenberg H V X = (Complex.I * w) • X) : ∀ k, V k * X - X * V k = 0 := by
  have hc : ((Complex.I * (w : ℂ)) • X)ᴴ * X + Xᴴ * ((Complex.I * (w : ℂ)) • X) = 0 := by
    have hp : star (Complex.I * (w : ℂ)) + Complex.I * w = 0 := by
      rw [Complex.star_def, map_mul, Complex.conj_I, Complex.conj_ofReal]
      ring
    rw [conjTranspose_smul, smul_mul_assoc, mul_smul_comm, ← add_smul, hp, zero_smul]
  -- stationarity kills the expectation of `L(X* X)`
  have h := trace_duality H V ρ (Xᴴ * X)
  rw [hst, zero_mul, trace_zero, heisenberg_mul, heisenberg_conjTranspose hH, hX, hc,
    zero_add, Finset.mul_sum, trace_sum] at h
  refine eq_zero_of_expectation hρ (fun k => V k * X - X * V k) ?_
  refine Eq.trans (Finset.sum_congr rfl fun k _ => ?_) h.symm
  simp only [conjTranspose_sub, conjTranspose_mul]

/-- For Hermitian `H`, a positive definite stationary `ρ` and real `w`, an operator obeys
`L(X) = i w X` exactly when it is a dynamical symmetry of frequency `w`. -/
theorem oscillating_iff_dynamicalSymmetry {H ρ : Matrix n n ℂ} {V : κ → Matrix n n ℂ}
    (hH : H.IsHermitian) (hρ : ρ.PosDef) (hst : schrodinger H V ρ = 0)
    (w : ℝ) (X : Matrix n n ℂ) :
    heisenberg H V X = (Complex.I * w) • X ↔ IsDynamicalSymmetry H V w X := by
  -- the dissipator vanishes on operators commuting with all jumps and their adjoints
  have hD : (∀ k, X * V k = V k * X ∧ X * (V k)ᴴ = (V k)ᴴ * X) →
      heisenberg H V X = Complex.I • (H * X - X * H) := fun hc => by
    have hz : ∀ k, dissipator (V k) X = 0 := fun k => by
      have h1 : (V k)ᴴ * X * V k = (V k)ᴴ * V k * X := by
        rw [Matrix.mul_assoc, (hc k).1, Matrix.mul_assoc]
      have h2 : X * ((V k)ᴴ * V k) = (V k)ᴴ * V k * X := by
        rw [← Matrix.mul_assoc, (hc k).2, h1]
      rw [dissipator, h1, h2]
      module
    simp only [heisenberg, hz, Finset.sum_const_zero, add_zero]
  constructor
  · intro hX
    -- the adjoint of `X` oscillates with the opposite frequency
    have hX' : heisenberg H V Xᴴ = (Complex.I * ((-w : ℝ) : ℂ)) • Xᴴ := by
      have hp : star (Complex.I * (w : ℂ)) = Complex.I * ((-w : ℝ) : ℂ) := by
        rw [Complex.star_def, map_mul, Complex.conj_I, Complex.conj_ofReal]
        push_cast
        ring
      rw [heisenberg_conjTranspose hH, hX, conjTranspose_smul, hp]
    have hc : ∀ k, X * V k = V k * X ∧ X * (V k)ᴴ = (V k)ᴴ * X := fun k => by
      refine ⟨(sub_eq_zero.mp (commutes_with_jumps hH hρ hst hX k)).symm, ?_⟩
      have h := congrArg conjTranspose
        (sub_eq_zero.mp (commutes_with_jumps hH hρ hst hX' k))
      simpa only [conjTranspose_mul, conjTranspose_conjTranspose] using h
    refine ⟨?_, hc⟩
    rw [hD hc, mul_smul] at hX
    exact smul_right_injective _ Complex.I_ne_zero hX
  · rintro ⟨hw, hc⟩
    rw [hD hc, hw, mul_smul]


/-- A three-level Hamiltonian whose second level has energy `w`, the others zero. -/
def threeLevel (w : ℝ) : Matrix (Fin 3) (Fin 3) ℂ := !![0, 0, 0; 0, (w : ℂ), 0; 0, 0, 0]

/-- The transition operator from the first level to the second. -/
def transition : Matrix (Fin 3) (Fin 3) ℂ := !![0, 0, 0; 1, 0, 0; 0, 0, 0]

/-- With dephasing of the third level, the identity is a positive definite stationary matrix
and the transition operator is a dynamical symmetry of frequency `w`. -/
theorem dephasing_witness (w : ℝ) :
    (threeLevel w).IsHermitian ∧ (1 : Matrix (Fin 3) (Fin 3) ℂ).PosDef ∧
    schrodinger (threeLevel w) (fun _ : Unit => !![0, 0, 0; 0, 0, 0; 0, 0, 1]) 1 = 0 ∧
    IsDynamicalSymmetry (threeLevel w) (fun _ : Unit => !![0, 0, 0; 0, 0, 0; 0, 0, 1]) w
      transition := by
  have hV : (!![0, 0, 0; 0, 0, 0; 0, 0, 1] : Matrix (Fin 3) (Fin 3) ℂ)ᴴ =
      !![0, 0, 0; 0, 0, 0; 0, 0, 1] := by
    ext i j
    fin_cases i <;> fin_cases j <;> simp [conjTranspose_apply]
  refine ⟨Matrix.IsHermitian.ext fun i j => ?_, Matrix.PosDef.one, ?_, ?_, fun _ => ⟨?_, ?_⟩⟩
  · fin_cases i <;> fin_cases j <;> simp [threeLevel]
  · ext i j
    fin_cases i <;> fin_cases j <;>
      simp [schrodinger, hV, threeLevel]
    norm_num
  all_goals
    ext i j
    fin_cases i <;> fin_cases j <;>
      simp [threeLevel, transition, Matrix.mul_apply, Fin.sum_univ_succ]

/-- With decay from the third level to the first, the transition operator obeys
`L(X) = i w X` but does not commute with the jump matrix. -/
theorem decay_counterexample (w : ℝ) :
    heisenberg (threeLevel w) (fun _ : Unit => !![0, 0, 1; 0, 0, 0; 0, 0, 0]) transition =
      (Complex.I * w) • transition ∧
    transition * !![0, 0, 1; 0, 0, 0; 0, 0, 0] ≠
      !![0, 0, 1; 0, 0, 0; 0, 0, 0] * transition := by
  have hV : (!![0, 0, 1; 0, 0, 0; 0, 0, 0] : Matrix (Fin 3) (Fin 3) ℂ)ᴴ =
      !![0, 0, 0; 0, 0, 0; 1, 0, 0] := by
    ext i j
    fin_cases i <;> fin_cases j <;> simp [conjTranspose_apply]
  constructor
  · ext i j
    fin_cases i <;> fin_cases j <;>
      simp [heisenberg, dissipator, hV, threeLevel, transition, Matrix.vecMul,
        dotProduct, Fin.sum_univ_succ]
  · intro h
    have h12 := congrFun (congrFun h 1) 2
    simp [transition, Matrix.mul_apply, Fin.sum_univ_succ] at h12

end

end LindbladDynamicalSymmetry
```

```lean
#print axioms LindbladDynamicalSymmetry.oscillating_iff_dynamicalSymmetry
-- 'LindbladDynamicalSymmetry.oscillating_iff_dynamicalSymmetry' depends on axioms: [propext, Classical.choice, Quot.sound]
#print axioms LindbladDynamicalSymmetry.decay_counterexample
-- 'LindbladDynamicalSymmetry.decay_counterexample' depends on axioms: [propext, Classical.choice, Quot.sound]
```

The finite types `n` and `κ` label the basis states and the jumps. `heisenberg` is L, `schrodinger` is S, and `ᴴ` is the dagger. The jump matrices are called `V`, where many texts write L, and the real number `w` is the angular frequency usually written ω.

The main theorem, `oscillating_iff_dynamicalSymmetry`, has three hypotheses: `hH` makes H Hermitian, `hρ` makes ρ positive definite, and `hst` makes it stationary. The existence of this ρ is assumed and not derived from H and V. Physically, it says that some steady state gives every state vector a nonzero population. The trace of ρ need not be one; as long as there is at least one level, the density matrix is ρ/tr ρ. In `dephasing_witness` the stationary matrix is the identity, so the normalised state is one third of it.

The case w = 0 is included and describes conserved operators. X = 0 satisfies both sides trivially, so an actual oscillation needs X ≠ 0 and w ≠ 0. Such an X is not Hermitian, because L(X) would then be Hermitian while iwX is not; the corresponding observables are X + X† and i(X − X†). The theorem concerns the generator; passing to an expectation value of X proportional to exp(iwt) takes one further integration of the master equation. That a real system obeys a Lindblad equation with constant H and Vₖ on finitely many levels is a physical assumption about its environment.

The lemmas follow the derivation:

- `trace_duality` gets the cyclic identities from `trace_mul_comm` and combines them with `linear_combination`.
- `heisenberg_conjTranspose` and `heisenberg_mul` expand the products and let `module` compare the terms. They are the adjoint rule and the corrected product rule.
- `eq_zero_of_expectation` is the row argument. Its step `htr` rewrites the trace as a sum of quadratic forms, and `Finset.sum_eq_zero_iff_of_nonneg` is used twice, first over the jumps and then over the rows.
- `commutes_with_jumps` applies the duality to X†X. The step `hc` is the cancellation of the terms with ±iw.

In the main theorem, `hD` shows that the dissipators vanish on an operator commuting with all jumps and their adjoints, and both directions use it. The step `hX'` gives X† the frequency −w, and the local `hc` collects both sets of commutation relations. Cancelling the factor i then leaves [H,X] = wX.

The matrix equations in the two three-level theorems are checked entry by entry; that the identity is positive definite is a Mathlib lemma. In `decay_counterexample`, the entry in row 1, column 2, counting from 0, distinguishes XV from VX.

For a numerical study of a finite Lindblad model with constant coefficients, this gives a concrete check: once a full-rank stationary state has been found, any eigenoperator of the Heisenberg generator L with a purely imaginary eigenvalue must commute with all the jumps and their adjoints. The check does not apply to the eigenmatrices of S, the generator for density matrices: for a two-level system with decay and excitation at unequal nonzero rates, the stationary state has eigenvalue zero but does not commute with the jumps.
